# Fermi-Dirac smearing at or above $g^2/(2K)$ removes the distortion of a two-level model

Relax a structure with too much electronic smearing and a distortion can vanish: the atoms settle at the symmetric positions, and the relaxed geometry alone does not show that a smaller smearing would have led elsewhere. In a non-interacting model with one pair of levels and one distortion coordinate, the Fermi-Dirac smearing at which this happens can be computed exactly.

## The threshold and its derivation

Let $u$ be the distortion and $K>0$ the stiffness of the lattice without the pair's contribution. The coupling $g>0$ measures how strongly the distortion splits the degenerate pair, into levels at $\pm gu$ from the chemical potential. The Fermi-Dirac smearing $T>0$ is an energy. A level at $\varepsilon$, holding at most one electron, contributes $-T\ln(1+e^{-\varepsilon/T})$. With $x=gu/(2T)$,

$$(1+e^{-2x})(1+e^{2x})=(e^x+e^{-x})^2=(2\cosh x)^2,$$

so the free energy is

$$F(u)=\tfrac12Ku^2-2T\ln(2\cosh x),\qquad F(u)-F(0)=\tfrac12Ku^2-2T\ln\cosh x.$$

The claim is that $u=0$ is the only global minimizer if $T\ge g^2/(2K)$, and that for $T<g^2/(2K)$ there are exactly two, $\pm a$ with $a>0$.

**Large smearing.** Comparing power series gives $\cosh y\le e^{y^2/2}$. For $x\ne0$ put $E=e^{x^2/8}>1$. Then $\cosh x=2\cosh^2(x/2)-1\le2E^2-1<E^4=e^{x^2/2}$, because $(E^2-1)^2>0$. Hence, for $u\neq0$ and $T\ge g^2/(2K)$,

$$2T\ln\cosh x<Tx^2=\frac{g^2u^2}{4T}\le\tfrac12Ku^2,$$

and $F(u)>F(0)$.

**Small smearing.** Let $s=g^2/(2KT)-1>0$ and try $u=2T\sqrt s/g$, so that $x=\sqrt s$. The elastic energy is $Ts/(s+1)$. From $\cosh x\ge1+s/2$ and $\ln c\ge1-1/c$ we get $\ln\cosh x\ge s/(s+2)$, so

$$F(u)-F(0)\le\frac{Ts}{s+1}-\frac{2Ts}{s+2}=-\frac{Ts^2}{(s+1)(s+2)}<0.$$

Thus $u=0$ is not a minimizer. One does exist: since $\ln\cosh x\le|x|$, we have $F(u)-F(0)\ge\frac12Ku^2-g|u|>0$ for $|u|>2g/K$, and the continuous $F$ attains its minimum on the remaining closed interval.

**Counting the minimizers.** At a minimizer $F'(u)=0$, that is, $Ku=g\tanh x$. For $u>0$ this reads $\tanh x/x=2KT/g^2$. The left side decreases strictly. Indeed, for $0<x<y$, strict convexity of $\sinh$ on $[0,\infty)$ and $\sinh0=0$ give

$$(x+y)\sinh(y-x)<(y-x)\sinh(x+y),$$

which expands to $x\sinh y\cosh x<y\cosh y\sinh x$, or $x\tanh y<y\tanh x$. So there is at most one positive solution. Raising $T$ lowers $x$, and with it $u=(g/K)\tanh x$. Since $F$ is even, the minimizers are $\pm a$.

## Free energy and equilibrium in Lean

```lean
import Mathlib

open Set

namespace SmearedDistortion

noncomputable section
```

The electronic term starts from the individual levels, each holding at most one electron.

```lean
/-- Free energy of one electronic level of energy `ε`, measured from the chemical potential, with
Fermi-Dirac smearing `T > 0`. -/
def levelFreeEnergy (T ε : ℝ) : ℝ := -T * Real.log (1 + Real.exp (-ε / T))
```

The distortion enters as a real number `u`, with the levels at `g * u` and `-(g * u)`.

```lean
/-- Free energy at distortion `u`: elastic energy with stiffness `K`, plus a degenerate pair of
levels split to `g u` and `-g u`, with smearing `T > 0`. -/
def freeEnergy (K g T u : ℝ) : ℝ :=
  K * u ^ 2 / 2 + levelFreeEnergy T (g * u) + levelFreeEnergy T (-(g * u))
```

Equilibrium means a global minimum over all real distortions.

```lean
/-- An equilibrium distortion is a global minimizer of the free energy (for `T > 0`). -/
def IsEquilibrium (K g T u : ℝ) : Prop := ∀ v, freeEnergy K g T u ≤ freeEnergy K g T v
```

Requiring only zero force would be another way to model equilibrium. The symmetric point would then count at every smearing, giving three equilibria below the threshold. That version describes where a relaxation can stop; the one used here describes which structure is lowest in free energy.

The next two theorems are the closed form and the difference from $F(0)$. In the first, `h` is the perfect square above.

```lean
variable {K g T : ℝ}

/-- The two smeared levels together contribute `-2T ln(2 cosh(gu/(2T)))`. -/
theorem freeEnergy_eq (K g T u : ℝ) : freeEnergy K g T u =
    K * u ^ 2 / 2 - 2 * T * Real.log (2 * Real.cosh (g * u / (2 * T))) := by
  have e1 : Real.exp (-(g * u) / T) = Real.exp (-(g * u / (2 * T))) ^ 2 := by
    rw [← Real.exp_nat_mul]; congr 1; push_cast; ring
  have e2 : Real.exp (-(-(g * u)) / T) = Real.exp (g * u / (2 * T)) ^ 2 := by
    rw [← Real.exp_nat_mul]; congr 1; push_cast; ring
  have hab : Real.exp (g * u / (2 * T)) * Real.exp (-(g * u / (2 * T))) = 1 := by
    rw [← Real.exp_add, add_neg_cancel, Real.exp_zero]
  -- the product of the two partition functions is a perfect square
  have h : (1 + Real.exp (-(g * u) / T)) * (1 + Real.exp (-(-(g * u)) / T)) =
      (2 * Real.cosh (g * u / (2 * T))) ^ 2 := by
    rw [e1, e2, Real.cosh_eq]
    linear_combination
      (Real.exp (g * u / (2 * T)) * Real.exp (-(g * u / (2 * T))) - 1) * hab
  have hl : Real.log (1 + Real.exp (-(g * u) / T)) + Real.log (1 + Real.exp (-(-(g * u)) / T))
      = 2 * Real.log (2 * Real.cosh (g * u / (2 * T))) := by
    rw [← Real.log_mul (by positivity) (by positivity), h, Real.log_pow, Nat.cast_ofNat]
  unfold freeEnergy levelFreeEnergy
  linear_combination (-T) * hl

/-- Free energy of the distorted structure relative to the undistorted one. -/
theorem freeEnergy_sub_zero (K g T u : ℝ) : freeEnergy K g T u - freeEnergy K g T 0 =
    K * u ^ 2 / 2 - 2 * T * Real.log (Real.cosh (g * u / (2 * T))) := by
  rw [freeEnergy_eq K g T u, freeEnergy_eq K g T 0,
    Real.log_mul two_ne_zero (Real.cosh_pos (g * u / (2 * T))).ne']
  simp only [mul_zero, zero_div, Real.cosh_zero, mul_one]
  ring
```

## Two inequalities for hyperbolic functions

Mathlib supplies the weak bound as `Real.cosh_le_exp_half_sq`. Applying it at `x / 2` and doubling the argument makes it strict.

```lean
/-- Away from the origin, `cosh x` lies strictly below `exp(x²/2)`. -/
theorem cosh_lt_exp_half_sq {x : ℝ} (hx : x ≠ 0) : Real.cosh x < Real.exp (x ^ 2 / 2) := by
  have h1 := Real.cosh_le_exp_half_sq (x / 2)
  have h4 : Real.exp (x ^ 2 / 2) = Real.exp ((x / 2) ^ 2 / 2) ^ 4 := by
    rw [← Real.exp_nat_mul]; congr 1; push_cast; ring
  have hE : 1 < Real.exp ((x / 2) ^ 2 / 2) := Real.one_lt_exp_iff.2 (by positivity)
  have hd := Real.cosh_two_mul (x / 2)
  rw [show 2 * (x / 2) = x by ring] at hd
  have hs := Real.cosh_sq (x / 2)
  have hc := pow_le_pow_left₀ (Real.cosh_pos (x / 2)).le h1 2
  rw [h4]
  generalize Real.exp ((x / 2) ^ 2 / 2) = E at *
  have hp : 0 < E ^ 2 - 1 := by nlinarith
  nlinarith [mul_pos hp hp]
```

The comparison of $\tanh$ values rests on `StrictMonoOn.strictConvexOn_of_deriv`. It turns a strictly increasing derivative on the interior of a convex set, plus continuity on the set, into strict convexity. Here the derivative is $\cosh$, so no second derivative is needed, nor any differentiation of $\tanh x/x$. The resulting `hconv` has two components: the set is convex, and the graph lies strictly below its chords. `hconv.2` is used with endpoints $0$ and $x+y$ and weights $2x/(x+y)$ and $(y-x)/(x+y)$, which select the point $y-x$.

```lean
/-- On the positive axis `tanh x` increases strictly while `tanh x / x` decreases strictly. -/
theorem tanh_compare {x y : ℝ} (hx : 0 < x) (hxy : x < y) :
    Real.tanh x < Real.tanh y ∧ x * Real.tanh y < y * Real.tanh x := by
  have hs : 0 < x + y := by linarith
  have hconv : StrictConvexOn ℝ (Ici 0) Real.sinh :=
    StrictMonoOn.strictConvexOn_of_deriv (convex_Ici 0) Real.continuous_sinh.continuousOn (by
      rw [Real.deriv_sinh, interior_Ici]
      exact Real.cosh_strictMonoOn.mono Ioi_subset_Ici_self)
  have ha : 0 < 2 * x / (x + y) := by positivity
  have hb : 0 < (y - x) / (x + y) := div_pos (by linarith) hs
  have hab : 2 * x / (x + y) + (y - x) / (x + y) = 1 := by
    rw [← add_div, div_eq_one_iff_eq hs.ne']; ring
  -- chord of sinh from 0 to x + y, evaluated at y - x
  have key := hconv.2 (mem_Ici.2 (le_refl (0 : ℝ))) (mem_Ici.2 hs.le) hs.ne ha hb hab
  simp only [smul_eq_mul, mul_zero, zero_add, Real.sinh_zero] at key
  rw [div_mul_cancel₀ _ hs.ne', div_mul_eq_mul_div, lt_div_iff₀ hs,
    Real.sinh_sub, Real.sinh_add] at key
  have hm := Real.sinh_pos_iff.2 (sub_pos.2 hxy)
  rw [Real.sinh_sub] at hm
  rw [Real.tanh_eq_sinh_div_cosh x, Real.tanh_eq_sinh_div_cosh y]
  constructor
  · rw [div_lt_div_iff₀ (Real.cosh_pos _) (Real.cosh_pos _)]
    linarith
  · rw [← mul_div_assoc, ← mul_div_assoc, div_lt_div_iff₀ (Real.cosh_pos _) (Real.cosh_pos _)]
    nlinarith [key]
```

## Force balance and the effect of smearing

The derivative combines the elastic and electronic terms.

```lean
/-- For `T > 0` the slope of the free energy is the elastic term `K u` minus the electronic
term `g tanh(gu/(2T))`. -/
theorem hasDerivAt_freeEnergy (hT : 0 < T) (u : ℝ) :
    HasDerivAt (freeEnergy K g T) (K * u - g * Real.tanh (g * u / (2 * T))) u := by
  have hF : freeEnergy K g T = fun v =>
      K * (v * v) / 2 - 2 * T * Real.log (2 * Real.cosh (g * v / (2 * T))) := by
    funext v; rw [freeEnergy_eq]; ring
  have h1 : HasDerivAt (fun v : ℝ => g * v / (2 * T)) (g / (2 * T)) u :=
    (((hasDerivAt_id' u).const_mul g).div_const (2 * T)).congr_deriv (by ring)
  have h2 := (h1.cosh.const_mul 2).log (mul_pos two_pos (Real.cosh_pos _)).ne'
  have h3 := (((hasDerivAt_id' u).fun_mul (hasDerivAt_id' u)).const_mul K).div_const 2
  have hgT : 2 * T * (g / (2 * T)) = g := by field_simp
  rw [hF]
  refine (h3.fun_sub (h2.const_mul (2 * T))).congr_deriv ?_
  rw [Real.tanh_eq_sinh_div_cosh]
  linear_combination
    (-(Real.sinh (g * u / (2 * T)) / Real.cosh (g * u / (2 * T)))) * hgT
```

The next theorem compares positive equilibria `a` at smearing `S` and `b` at smearing `T`, with `S ≤ T`. Inside it, `gap` is the force balance $Ku=g\tanh x$. The three cases order the two values of $x$: the first contradicts the decrease of $\tanh x/x$, the second gives `a = b` and excludes `S < T`, and the third gives `b < a`.

```lean
/-- For positive `K` and `g`, let `a` and `b` be positive equilibrium distortions at smearings
`S > 0` and `T ≥ S`. Then `b ≤ a`, and `b < a` when `S < T`. -/
theorem distortion_antitone {S a b : ℝ} (hK : 0 < K) (hg : 0 < g) (hS : 0 < S) (hST : S ≤ T)
    (ha : 0 < a) (hb : 0 < b) (hea : IsEquilibrium K g S a) (heb : IsEquilibrium K g T b) :
    b ≤ a ∧ (S < T → b < a) := by
  have hT : 0 < T := hS.trans_le hST
  -- stationarity gives the self-consistency equation
  have gap : ∀ {R u : ℝ}, 0 < R → IsEquilibrium K g R u →
      K * u = g * Real.tanh (g * u / (2 * R)) := by
    intro R u hR h
    have hl : IsLocalMin (freeEnergy K g R) u := Filter.Eventually.of_forall h
    exact sub_eq_zero.1 (hl.hasDerivAt_eq_zero (hasDerivAt_freeEnergy hR u))
  have ga := gap hS hea
  have gb := gap hT heb
  rcases lt_trichotomy (g * a / (2 * S)) (g * b / (2 * T)) with h | h | h
  · exfalso
    have key := mul_lt_mul_of_pos_left (tanh_compare (by positivity) h).2 hg
    have k2 : g * a / (2 * S) * (K * b) < g * b / (2 * T) * (K * a) := by
      rw [ga, gb]; linarith
    have hi : 1 / (2 * T) ≤ 1 / (2 * S) :=
      one_div_le_one_div_of_le (by positivity) (by linarith)
    have hP : 0 ≤ g * a * K * b := by positivity
    have k3 := mul_le_mul_of_nonneg_left hi hP
    have e1 : g * b / (2 * T) * (K * a) = g * a * K * b * (1 / (2 * T)) := by ring
    have e2 : g * a / (2 * S) * (K * b) = g * a * K * b * (1 / (2 * S)) := by ring
    linarith
  · have hab : a = b := mul_left_cancel₀ hK.ne' (by rw [ga, gb, h])
    subst hab
    refine ⟨le_rfl, fun hlt => absurd h (ne_of_gt ?_)⟩
    exact div_lt_div_of_pos_left (by positivity) (by positivity) (by linarith)
  · have k := mul_lt_mul_of_pos_left (tanh_compare (by positivity) h).1 hg
    rw [← ga, ← gb] at k
    have hlt := lt_of_mul_lt_mul_left k hK.le
    exact ⟨hlt.le, fun _ => hlt⟩
```

## Existence, instability and the count

Compactness gives a minimizer on $[-2g/K,2g/K]$, and `hlog` handles the distortions beyond it.

```lean
/-- For positive `K`, `g` and `T` an equilibrium distortion exists. -/
theorem exists_equilibrium (hK : 0 < K) (hg : 0 < g) (hT : 0 < T) :
    ∃ u, IsEquilibrium K g T u := by
  have hR : 0 < 2 * g / K := by positivity
  have hc : Continuous (freeEnergy K g T) :=
    continuous_iff_continuousAt.2 fun u => (hasDerivAt_freeEnergy hT u).continuousAt
  have h0 : (0 : ℝ) ∈ Icc (-(2 * g / K)) (2 * g / K) := ⟨by linarith, hR.le⟩
  obtain ⟨m, -, hm⟩ := isCompact_Icc.exists_isMinOn ⟨0, h0⟩ hc.continuousOn
  refine ⟨m, fun v => ?_⟩
  by_cases hv : |v| ≤ 2 * g / K
  · exact hm (abs_le.1 hv)
  -- outside the interval the elastic energy wins
  have hv' := (div_lt_iff₀ hK).1 (not_le.1 hv)
  have hlog : Real.log (Real.cosh (g * v / (2 * T))) ≤ |g * v / (2 * T)| := by
    rw [Real.log_le_iff_le_exp (Real.cosh_pos _), ← Real.cosh_abs, ← Real.cosh_add_sinh]
    linarith [Real.sinh_nonneg_iff.2 (abs_nonneg (g * v / (2 * T)))]
  have habs : 2 * T * |g * v / (2 * T)| = g * |v| := by
    rw [abs_div, abs_mul, abs_of_pos hg, abs_of_pos (by positivity : 0 < 2 * T)]
    field_simp
  have h2 := mul_le_mul_of_nonneg_left hlog (by positivity : 0 ≤ 2 * T)
  have h3 := freeEnergy_sub_zero K g T v
  have h4 : freeEnergy K g T m ≤ freeEnergy K g T 0 := hm h0
  nlinarith [mul_nonneg (abs_nonneg v) (sub_pos.2 hv').le, sq_abs v]
```

The trial distortion appears as `2 * T * x / g` with `x ^ 2 = s`; `hel` is its elastic energy and `hfin` the final comparison.

```lean
/-- For positive `K`, `g` and smearing `0 < T < g²/(2K)`, some distortion lowers the free energy
below that of the undistorted structure. -/
theorem undistorted_unstable (hK : 0 < K) (hg : 0 < g) (hT : 0 < T)
    (h : T < g ^ 2 / (2 * K)) : ∃ v, freeEnergy K g T v < freeEnergy K g T 0 := by
  have hp : 0 < 2 * K * T := by positivity
  have hlt : 2 * K * T < g ^ 2 := by
    have := (lt_div_iff₀ (by positivity : 0 < 2 * K)).1 h
    linarith
  obtain ⟨s, hs, hg2⟩ : ∃ s : ℝ, 0 < s ∧ g ^ 2 = (s + 1) * (2 * K * T) :=
    ⟨g ^ 2 / (2 * K * T) - 1, sub_pos.2 ((one_lt_div hp).2 hlt), by
      rw [sub_add_cancel, div_mul_cancel₀ _ hp.ne']⟩
  obtain ⟨x, hx, hx2⟩ : ∃ x : ℝ, 0 < x ∧ x ^ 2 = s :=
    ⟨√s, Real.sqrt_pos.2 hs, Real.sq_sqrt hs.le⟩
  refine ⟨2 * T * x / g, ?_⟩
  have harg : g * (2 * T * x / g) / (2 * T) = x := by field_simp
  have hel : K * (2 * T * x / g) ^ 2 / 2 = T * s / (s + 1) := by
    have e : K * (2 * T * x / g) ^ 2 / 2 = 2 * K * T ^ 2 * x ^ 2 / g ^ 2 := by ring
    rw [e, hx2, hg2, div_eq_div_iff (by positivity) (by positivity)]
    ring
  -- quadratic lower bound on cosh
  have hcosh : 1 + s / 2 ≤ Real.cosh x := by
    have hd := Real.cosh_two_mul (x / 2)
    rw [show 2 * (x / 2) = x by ring] at hd
    have hq := Real.cosh_sq (x / 2)
    have hsi := Real.self_le_sinh_iff.2 (by positivity : 0 ≤ x / 2)
    have := pow_le_pow_left₀ (by positivity : 0 ≤ x / 2) hsi 2
    nlinarith
  have hlog := (Real.one_sub_inv_le_log_of_pos (by positivity : 0 < 1 + s / 2)).trans
    (Real.log_le_log (by positivity) hcosh)
  have hinv : (1 + s / 2)⁻¹ = 1 - s / (s + 2) := by
    rw [inv_eq_one_div, eq_sub_iff_add_eq, div_add_div _ _ (by positivity) (by positivity),
      div_eq_one_iff_eq (by positivity)]
    ring
  rw [hinv, sub_sub_cancel] at hlog
  have hfin : T * s / (s + 1) < 2 * T * s / (s + 2) := by
    rw [div_lt_div_iff₀ (by positivity) (by positivity)]
    nlinarith [mul_pos (mul_pos hT hs) hs]
  have h2 := mul_le_mul_of_nonneg_left hlog (by positivity : 0 ≤ 2 * T)
  rw [← mul_div_assoc] at h2
  have h3 := freeEnergy_sub_zero K g T (2 * T * x / g)
  rw [harg, hel] at h3
  linarith
```

The main theorem states both regimes as equalities of sets, with the critical smearing in the first. In the second, `hneg` supplies the mirror image of each minimizer. Applying `distortion_antitone` in both directions at equal smearing shows that all minimizers share one absolute value.

```lean
/-- For positive `K`, `g` and `T`: if `T ≥ g²/(2K)` the undistorted structure is the only
equilibrium, and if `T < g²/(2K)` there are exactly two, at opposite nonzero distortions. -/
theorem smearing_hides_distortion (hK : 0 < K) (hg : 0 < g) (hT : 0 < T) :
    (g ^ 2 / (2 * K) ≤ T → {u | IsEquilibrium K g T u} = {0}) ∧
    (T < g ^ 2 / (2 * K) → ∃ a, 0 < a ∧ {u | IsEquilibrium K g T u} = {a, -a}) := by
  constructor
  · intro h
    have hg2 := (div_le_iff₀ (by positivity : 0 < 2 * K)).1 h
    have hmin : ∀ u, u ≠ 0 → freeEnergy K g T 0 < freeEnergy K g T u := by
      intro u hu
      have h3 := freeEnergy_sub_zero K g T u
      obtain ⟨w, hwd⟩ : ∃ w, w = g * u / (2 * T) := ⟨_, rfl⟩
      have hw : 2 * T * w = g * u := by rw [hwd]; field_simp
      have hw0 : w ≠ 0 := by rw [hwd]; positivity
      rw [← hwd] at h3
      have hlog := (Real.log_lt_iff_lt_exp (Real.cosh_pos w)).2 (cosh_lt_exp_half_sq hw0)
      have h2 := mul_lt_mul_of_pos_left hlog (by positivity : 0 < 2 * T)
      have e : 4 * T ^ 2 * w ^ 2 = g ^ 2 * u ^ 2 := by
        linear_combination (2 * T * w + g * u) * hw
      have hle : T * w ^ 2 ≤ K * u ^ 2 / 2 := by
        refine le_of_mul_le_mul_left ?_ hT
        nlinarith [mul_le_mul_of_nonneg_right hg2 (sq_nonneg u)]
      linarith
    ext u
    simp only [Set.mem_ofPred_eq, mem_singleton_iff]
    constructor
    · intro hu
      by_contra hne
      exact not_lt_of_ge (hu 0) (hmin u hne)
    · rintro rfl v
      by_cases hv : v = 0
      · rw [hv]
      · exact (hmin v hv).le
  · intro h
    obtain ⟨v, hv⟩ := undistorted_unstable hK hg hT h
    have hne : ∀ u, IsEquilibrium K g T u → u ≠ 0 := by
      rintro u hu rfl
      exact not_lt_of_ge (hu v) hv
    -- the free energy is even in the distortion
    have hneg : ∀ u, IsEquilibrium K g T u → IsEquilibrium K g T (-u) := by
      intro u hu w
      have e : freeEnergy K g T (-u) = freeEnergy K g T u := by
        unfold freeEnergy
        rw [mul_neg, neg_neg, neg_sq]
        ring
      rw [e]
      exact hu w
    have habs : ∀ u, IsEquilibrium K g T u → IsEquilibrium K g T |u| := by
      intro u hu
      rcases abs_choice u with h' | h' <;> rw [h']
      · exact hu
      · exact hneg u hu
    obtain ⟨m, hm⟩ := exists_equilibrium hK hg hT
    have hmp := abs_pos.2 (hne m hm)
    refine ⟨|m|, hmp, ?_⟩
    ext u
    simp only [Set.mem_ofPred_eq, mem_insert_iff, mem_singleton_iff]
    constructor
    · intro hu
      have hup := abs_pos.2 (hne u hu)
      exact (abs_eq hmp.le).1 (le_antisymm
        (distortion_antitone hK hg hT le_rfl hmp hup (habs m hm) (habs u hu)).1
        (distortion_antitone hK hg hT le_rfl hup hmp (habs u hu) (habs m hm)).1)
    · rintro (rfl | rfl)
      · exact habs m hm
      · exact hneg _ (habs m hm)

end

end SmearedDistortion
```

```lean
#print axioms SmearedDistortion.smearing_hides_distortion
```

```
'SmearedDistortion.smearing_hides_distortion' depends on axioms: [propext, Classical.choice, Quot.sound]
```

The model has a linear splitting, a harmonic lattice and a chemical potential fixed midway between the levels. Within these limits, a symmetric minimum found at large smearing is no evidence that the structure stays symmetric when the smearing is reduced. Phonons show the same threshold: differentiating the force balance by hand gives the curvature $K-g^2/(2T)$ at $u=0$, which is negative exactly when $T<g^2/(2K)$.
